# The probabilities of all occupation patterns of finitely many independent modes sum to one

Take a finite set `s` of independent modes, where mode `k` is filled with probability `x k` and empty with probability `1 - x k`. The probability that exactly the modes in a subset `S` are filled is the product of `x k` over `S` and `1 - x k` over the rest of `s`. The theorem `sum_configProb` says that these products, summed over all subsets of `s`, give 1; as algebra this holds for any real `x k`, and the statement does not require them to lie in [0,1]. The attempt goes by induction on `s`: a new mode `a` splits each old configuration into an empty and a filled branch, whose weights `1 - x a` and `x a` should add up to 1.

The failing Lean file:

```lean
import Mathlib

open Finset

namespace GaussianEntanglementSpectrum

variable {ι : Type*} [DecidableEq ι]

/-- For independent modes `s`, each filled with probability `x k` in `[0,1]`, the probability that
exactly the modes in `S ⊆ s` are occupied. -/
def configProb (s : Finset ι) (x : ι → ℝ) (S : Finset ι) : ℝ :=
  (∏ k ∈ S, x k) * ∏ k ∈ s \ S, (1 - x k)

/-- Adding a mode `a` and leaving it empty multiplies the probability by `1 - x a`. -/
theorem configProb_add_empty {s S : Finset ι} {a : ι} (x : ι → ℝ) (ha : a ∉ s) (haS : a ∉ S) :
    configProb (insert a s) x S = (1 - x a) * configProb s x S := by
  have h : insert a s \ S = insert a (s \ S) := by
    ext b
    by_cases hb : b = a <;> simp [hb, haS]
  unfold configProb
  rw [h, prod_insert (by simp [ha])]
  ring

/-- Adding a mode `a` and filling it multiplies the probability by `x a`. -/
theorem configProb_add_filled {s S : Finset ι} {a : ι} (x : ι → ℝ) (ha : a ∉ s) (haS : a ∉ S) :
    configProb (insert a s) x (insert a S) = x a * configProb s x S := by
  have h : insert a s \ insert a S = s \ S := by
    ext b
    by_cases hb : b = a <;> simp [hb, ha]
  unfold configProb
  rw [h, prod_insert haS]
  ring

/-- When a mode `a` is added, a sum of any function `g` of the probabilities splits into an
empty and a filled branch for each old configuration. -/
theorem sum_add_mode {M : Type*} [AddCommMonoid M] {s : Finset ι} {a : ι} (ha : a ∉ s)
    (x : ι → ℝ) (g : ℝ → M) :
    ∑ S ∈ (insert a s).powerset, g (configProb (insert a s) x S) =
      ∑ S ∈ s.powerset, (g ((1 - x a) * configProb s x S) + g (x a * configProb s x S)) := by
  rw [sum_powerset_insert ha, ← sum_add_distrib]
  refine sum_congr rfl fun S hS => ?_
  have haS : a ∉ S := fun h => ha (mem_powerset.mp hS h)
  rw [configProb_add_empty x ha haS, configProb_add_filled x ha haS]

/-- The probabilities of all occupied subsets sum to one. -/
theorem sum_configProb (s : Finset ι) (x : ι → ℝ) :
    ∑ S ∈ s.powerset, configProb s x S = 1 := by
  induction s using Finset.induction_on with
  | empty => simp [configProb]
  | insert a s ha ih =>
    refine (sum_add_mode ha x (fun p : ℝ => p)).trans ?_
    rw [← ih]
    refine sum_congr rfl fun S _ => ?_
    ring

end GaussianEntanglementSpectrum
```

Messages:

```
Try this:
  [apply] ring_nf
  
  The `ring` tactic failed to close the goal. Use `ring_nf` to obtain a normal form.
    
  Note that `ring` works primarily in *commutative* rings. If you have a noncommutative ring, abelian group or module, consider using `noncomm_ring`, `abel` or `module` instead.
Main.lean:50:21: error: unsolved goals
case insert
ι : Type u_1
inst✝ : DecidableEq ι
x : ι → ℝ
a : ι
s : Finset ι
ha : a ∉ s
ih : ∑ S ∈ s.powerset, configProb s x S = 1
S : Finset ι
x✝ : S ∈ s.powerset
⊢ (∑ S ∈ s.powerset, configProb s x S) * configProb s x S = configProb s x S
```

What went wrong. The induction hypothesis `ih` says that the old sum equals 1. The step `rw [← ih]` was meant to turn the 1 on the right of the goal into that sum, but `rw` replaces every instance of the pattern, so the 1 in `1 - x a` became the sum as well.

For each `S`, the terms in `x a` still cancel, but what remains is the old sum times `configProb s x S` on the left and `configProb s x S` alone on the right. This is the goal in the error. It is true by `ih`, but `ring` does not use hypotheses, so it cannot close it. The suggestion to try `ring_nf` does not help, since the goal shown is already what normalising leaves.

The repair rewrites nothing. `Eq.trans` first shows that the new sum equals the old one, term by term, and then uses `ih` to get from the old sum to 1. The 1 in `1 - x a` stays a number, and `ring` can add the two weights. The `show` line only writes out the equation for each `S`, with the identity function `fun p : ℝ => p` already applied.

After these edits no error is left:

```diff
@@ -50,6 +50,6 @@
   | insert a s ha ih =>
     refine (sum_add_mode ha x (fun p : ℝ => p)).trans ?_
-    rw [← ih]
-    refine sum_congr rfl fun S _ => ?_
+    refine Eq.trans (sum_congr rfl fun S _ => ?_) ih
+    show (1 - x a) * configProb s x S + x a * configProb s x S = configProb s x S
     ring
 
```
